# The free-electron Fermi sphere touches the Brillouin zone boundary at \(\sqrt3\,\pi/4\) electrons per atom in fcc and \(\sqrt2\,\pi/3\) in bcc

For free electrons in a crystal with one atom per primitive cell, the Fermi sphere fits inside the first Brillouin zone up to \(\sqrt3\,\pi/4\approx1.36\) electrons per atom if the crystal is fcc, and up to \(\sqrt2\,\pi/3\approx1.48\) if it is bcc. I know the usual picture, in which the sphere grows until it meets the nearest zone face. I would like to see it made rigorous and checked by machine: that no other Bragg plane gets in the way, that the thresholds are exact in both directions, and that the electron count uses the right cell volume. Can this be done in Lean?

## Half the shortest reciprocal vector is the contact radius

Yes. With wavevectors in units of \(2\pi/a\), where \(a\) is the cubic lattice constant, a Fermi ball of radius \(r\ge0\) lies in the first zone exactly when \(r\le\sqrt3/2\) for fcc and \(r\le\sqrt2/2\) for bcc. The fillings you quote are the electron counts at these radii.

The first zone is the set of wavevectors \(k\) with \(2k\cdot G\le G\cdot G\) for every nonzero reciprocal vector \(G\). Let \(g\) be a shortest nonzero reciprocal vector, and write \(g\cdot g=m\) and \(s=\sqrt m\).

Suppose first that \(r\le s/2\), and take \(k\) with \(k\cdot k\le r^2\). For any nonzero \(G\),

\[
0\le|2k-G|^2=4k\cdot k-4k\cdot G+G\cdot G .
\]

Since \(4k\cdot k\le4r^2\le m\le G\cdot G\), this gives \(4k\cdot G\le2\,G\cdot G\), which is the zone condition. Every Bragg plane is covered at once.

Conversely, suppose the ball lies in the zone. The point \(k=(r/s)\,g\) has \(k\cdot k=r^2\), so it is in the ball. The zone condition for \(g\) reads \(2rs\le s^2\), hence \(r\le s/2\).

It remains to find \(m\). Write \(G=(G_0,G_1,G_2)\) with integer components.

- **fcc.** The components are all odd or all even. If they are odd, each square is at least 1, so \(G\cdot G\ge3\). If they are even and not all zero, \(G\cdot G\) is a positive multiple of 4. The vector \((1,1,1)\) attains 3, so \(m=3\).
- **bcc.** The sum of the components is even. An integer and its square have the same parity, so \(G\cdot G\) is even, and being positive it is at least 2. The vector \((1,1,0)\) attains 2, so \(m=2\).

## From radius to electrons per atom

Each primitive reciprocal cell holds one wavevector per primitive cell of the crystal, and each wavevector holds two spin states. If the rows of \(B\) are primitive reciprocal vectors, the number of electrons per atom is

\[
N(r)=\frac{2\cdot\frac43\pi r^3}{|\det B|}.
\]

The determinants are 4 for fcc and 2 for bcc. At contact,

\[
N_{\rm fcc}=\frac{8\pi}{3}\cdot\frac{3\sqrt3}{8}\cdot\frac14=\frac{\sqrt3\,\pi}{4},
\qquad
N_{\rm bcc}=\frac{8\pi}{3}\cdot\frac{\sqrt2}{4}\cdot\frac12=\frac{\sqrt2\,\pi}{3}.
\]

Because \(N\) increases strictly with \(r\ge0\), the condition on the radius is equivalent to a condition on the filling.

In the free-electron model, contact is the filling at which states at \(k=g/2\) and \(k-g\) first lie together on the Fermi sphere, so that a weak lattice potential with a Fourier component at \(g\) can mix them at the Fermi energy. The same two numbers appear in discussions of the Hume-Rothery alloy phases, but the theorems concern geometry and counting, and say nothing about which phase is stable.

## How the Lean definitions express the physics

A reciprocal vector is a function `Fin 3 → ℤ`, with components `G 0`, `G 1`, `G 2`, and `recip` reads it as a real wavevector. `FirstZone L` is the closed zone, with its faces included, and `FermiBall r` is the closed ball, so a sphere that just touches a face still counts as inside. Both use the dot product `⬝ᵥ`, and `k ⬝ᵥ k` is the squared Euclidean length of `k`.

The sets `fccRecip` and `bccRecip` are defined by the parity rules; they are not derived from the direct lattices. The theorems `mem_fccRecip_iff` and `mem_bccRecip_iff` show that the rows of `fccBasis` and `bccBasis` generate exactly these sets, which justifies using their determinants as cell volumes.

`fcc_contact` and `bcc_contact` each state two equivalences for `0 ≤ r`: the ball lies in the zone exactly when the radius is at most the contact radius, and exactly when `electronsPerAtom` is at most the contact filling. The sign condition is needed because `FermiBall` depends only on \(r^2\). `contact_filling_bounds` places the two fillings in \((1.36,\,1.361)\) and \((1.48,\,1.482)\).

The factor 2 for spin, the single atom per cell and the ball volume \(\frac43\pi r^3\) are written into `electronsPerAtom`. The model has no lattice potential, no interaction between electrons and no temperature.

A different model would take wavevectors in `EuclideanSpace ℝ (Fin 3)` and define the filling as twice the Lebesgue volume of the ball divided by that of a primitive cell. The thresholds would stay the same, but the volume formula would then be something to prove and not part of a definition.

```lean
import Mathlib

open Matrix Real

namespace NearlyFreeElectronContact

noncomputable section

/-- An integer triple read as a real wavevector, in units of 2π/a. -/
def recip (G : Fin 3 → ℤ) : Fin 3 → ℝ := fun i => (G i : ℝ)

/-- The first Brillouin zone of a set `L` of reciprocal vectors: the wavevectors on the
origin's side of every Bragg plane, or on the plane. -/
def FirstZone (L : Set (Fin 3 → ℤ)) : Set (Fin 3 → ℝ) :=
  {k | ∀ G ∈ L, G ≠ 0 → 2 * (k ⬝ᵥ recip G) ≤ recip G ⬝ᵥ recip G}

/-- The closed ball of free-electron states with Fermi wavevector `r ≥ 0`. -/
def FermiBall (r : ℝ) : Set (Fin 3 → ℝ) := {k | k ⬝ᵥ k ≤ r ^ 2}

/-- Reciprocal lattice of the fcc crystal: integer triples that are all odd or all even. -/
def fccRecip : Set (Fin 3 → ℤ) :=
  {G | (Odd (G 0) ∧ Odd (G 1) ∧ Odd (G 2)) ∨ (Even (G 0) ∧ Even (G 1) ∧ Even (G 2))}

/-- Reciprocal lattice of the bcc crystal: integer triples with even sum. -/
def bccRecip : Set (Fin 3 → ℤ) := {G | Even (G 0 + G 1 + G 2)}

/-- Primitive reciprocal vectors of the fcc crystal, as rows. -/
def fccBasis : Matrix (Fin 3) (Fin 3) ℤ := !![-1, 1, 1; 1, -1, 1; 1, 1, -1]

/-- Primitive reciprocal vectors of the bcc crystal, as rows. -/
def bccBasis : Matrix (Fin 3) (Fin 3) ℤ := !![0, 1, 1; 1, 0, 1; 1, 1, 0]

/-- Electrons per atom held by a Fermi ball of radius `r`, with two spin states per wavevector and
one atom per primitive cell, when the rows of `B` are primitive reciprocal vectors. -/
def electronsPerAtom (B : Matrix (Fin 3) (Fin 3) ℤ) (r : ℝ) : ℝ :=
  2 * (4 / 3 * π * r ^ 3) / |(B.det : ℝ)|

/-- The integer combinations of the rows of `fccBasis` are exactly the all-odd and all-even
triples. -/
theorem mem_fccRecip_iff (G : Fin 3 → ℤ) :
    G ∈ fccRecip ↔ ∃ n : Fin 3 → ℤ, n ᵥ* fccBasis = G := by
  constructor
  · intro h
    simp only [fccRecip, Set.mem_ofPred_eq, Int.odd_iff, Int.even_iff] at h
    refine ⟨![(G 1 + G 2) / 2, (G 0 + G 2) / 2, (G 0 + G 1) / 2], ?_⟩
    ext i
    fin_cases i <;> simp [Matrix.vecMul, dotProduct, Fin.sum_univ_three, fccBasis] <;> omega
  · rintro ⟨n, rfl⟩
    have h0 : (n ᵥ* fccBasis) 0 = -n 0 + n 1 + n 2 := by
      simp [Matrix.vecMul, dotProduct, Fin.sum_univ_three, fccBasis]
    have h1 : (n ᵥ* fccBasis) 1 = n 0 + -n 1 + n 2 := by
      simp [Matrix.vecMul, dotProduct, Fin.sum_univ_three, fccBasis]
    have h2 : (n ᵥ* fccBasis) 2 = n 0 + n 1 + -n 2 := by
      simp [Matrix.vecMul, dotProduct, Fin.sum_univ_three, fccBasis]
    simp only [fccRecip, Set.mem_ofPred_eq, h0, h1, h2, Int.odd_iff, Int.even_iff]
    omega

/-- The integer combinations of the rows of `bccBasis` are exactly the triples with even sum. -/
theorem mem_bccRecip_iff (G : Fin 3 → ℤ) :
    G ∈ bccRecip ↔ ∃ n : Fin 3 → ℤ, n ᵥ* bccBasis = G := by
  constructor
  · intro h
    simp only [bccRecip, Set.mem_ofPred_eq, Int.even_iff] at h
    refine ⟨![(G 1 + G 2 - G 0) / 2, (G 0 + G 2 - G 1) / 2, (G 0 + G 1 - G 2) / 2], ?_⟩
    ext i
    fin_cases i <;> simp [Matrix.vecMul, dotProduct, Fin.sum_univ_three, bccBasis] <;> omega
  · rintro ⟨n, rfl⟩
    have h0 : (n ᵥ* bccBasis) 0 = n 1 + n 2 := by
      simp [Matrix.vecMul, dotProduct, Fin.sum_univ_three, bccBasis]
    have h1 : (n ᵥ* bccBasis) 1 = n 0 + n 2 := by
      simp [Matrix.vecMul, dotProduct, Fin.sum_univ_three, bccBasis]
    have h2 : (n ᵥ* bccBasis) 2 = n 0 + n 1 := by
      simp [Matrix.vecMul, dotProduct, Fin.sum_univ_three, bccBasis]
    simp only [bccRecip, Set.mem_ofPred_eq, h0, h1, h2, Int.even_iff]
    omega

/-- A nonzero integer wavevector has positive squared length. -/
theorem dot_self_pos {G : Fin 3 → ℤ} (hG : G ≠ 0) : 0 < G ⬝ᵥ G := by
  obtain ⟨i, hi⟩ := Function.ne_iff.mp hG
  exact Finset.sum_pos' (fun j _ => mul_self_nonneg (G j))
    ⟨i, Finset.mem_univ i, mul_self_pos.2 hi⟩

/-- If `G₀` is a shortest nonzero reciprocal vector, of squared length `m`, the Fermi ball lies
in the first zone exactly when its radius is at most half the length of `G₀`. -/
theorem fermiBall_subset_iff {L : Set (Fin 3 → ℤ)} {G₀ : Fin 3 → ℤ} {m : ℤ} {r : ℝ}
    (hL : G₀ ∈ L) (hne : G₀ ≠ 0) (hm : G₀ ⬝ᵥ G₀ = m)
    (hmin : ∀ G ∈ L, G ≠ 0 → m ≤ G ⬝ᵥ G) (hr : 0 ≤ r) :
    FermiBall r ⊆ FirstZone L ↔ r ≤ √(m : ℝ) / 2 := by
  have cast : ∀ G : Fin 3 → ℤ, recip G ⬝ᵥ recip G = ((G ⬝ᵥ G : ℤ) : ℝ) := by
    intro G
    simp [recip, dotProduct]
  have hmpos : (0 : ℝ) < m := by
    have := dot_self_pos hne
    rw [hm] at this
    exact_mod_cast this
  obtain ⟨s, hsdef⟩ : ∃ s, s = √(m : ℝ) := ⟨_, rfl⟩
  have hs : 0 < s := by rw [hsdef]; exact Real.sqrt_pos.2 hmpos
  have hss : s * s = m := by rw [hsdef]; exact Real.mul_self_sqrt hmpos.le
  have hg : recip G₀ ⬝ᵥ recip G₀ = s * s := by rw [cast, hm, hss]
  rw [← hsdef]
  constructor
  · -- test the point of the Fermi sphere in the direction of the shortest vector
    intro h
    have hk : (r / s) • recip G₀ ∈ FermiBall r := by
      change ((r / s) • recip G₀) ⬝ᵥ ((r / s) • recip G₀) ≤ r ^ 2
      rw [smul_dotProduct, dotProduct_smul, hg, smul_eq_mul, smul_eq_mul]
      apply le_of_eq
      field_simp
    have h2 : 2 * (((r / s) • recip G₀) ⬝ᵥ recip G₀) ≤ recip G₀ ⬝ᵥ recip G₀ :=
      h hk G₀ hL hne
    have e : r / s * (s * s) = r * s := by field_simp
    rw [smul_dotProduct, hg, smul_eq_mul, e] at h2
    have h3 : 2 * r ≤ s := le_of_mul_le_mul_right (by linarith) hs
    linarith
  · -- expand the square of 2k - G
    intro h k hk G hG hG0
    have hk' : k ⬝ᵥ k ≤ r ^ 2 := hk
    have hlen : s * s ≤ recip G ⬝ᵥ recip G := by
      rw [cast, hss]
      exact_mod_cast hmin G hG hG0
    have hr2 : 4 * r ^ 2 ≤ s * s := by nlinarith
    have hsq : 0 ≤ 4 * (k ⬝ᵥ k) - 4 * (k ⬝ᵥ recip G) + recip G ⬝ᵥ recip G := by
      simp only [dotProduct, Fin.sum_univ_three]
      nlinarith [sq_nonneg (2 * k 0 - recip G 0), sq_nonneg (2 * k 1 - recip G 1),
        sq_nonneg (2 * k 2 - recip G 2)]
    linarith

/-- For linearly independent reciprocal vectors, a Fermi ball holds no more electrons than
another exactly when its radius is no larger. -/
theorem electronsPerAtom_le_iff {B : Matrix (Fin 3) (Fin 3) ℤ} (hB : B.det ≠ 0) {r s : ℝ}
    (hr : 0 ≤ r) (hs : 0 ≤ s) : electronsPerAtom B r ≤ electronsPerAtom B s ↔ r ≤ s := by
  have hd : 0 < |(B.det : ℝ)| := abs_pos.2 (Int.cast_ne_zero.2 hB)
  have hc : 0 < 2 * (4 / 3 * π) / |(B.det : ℝ)| := by positivity
  have e : ∀ t, electronsPerAtom B t = 2 * (4 / 3 * π) / |(B.det : ℝ)| * t ^ 3 := by
    intro t
    unfold electronsPerAtom
    ring
  rw [e, e]
  exact ⟨fun h => (pow_le_pow_iff_left₀ hr hs (by norm_num)).1 (le_of_mul_le_mul_left h hc),
    fun h => mul_le_mul_of_nonneg_left (pow_le_pow_left₀ hr h 3) hc.le⟩

/-- In the fcc crystal the Fermi ball lies in the first zone exactly when its radius is at most
√3/2, and exactly when it holds at most √3π/4 electrons per atom. -/
theorem fcc_contact {r : ℝ} (hr : 0 ≤ r) :
    (FermiBall r ⊆ FirstZone fccRecip ↔ r ≤ √3 / 2) ∧
    (FermiBall r ⊆ FirstZone fccRecip ↔ electronsPerAtom fccBasis r ≤ √3 * π / 4) := by
  have hmin : ∀ G ∈ fccRecip, G ≠ 0 → 3 ≤ G ⬝ᵥ G := by
    intro G hG hne
    have hp := dot_self_pos hne
    simp only [dotProduct, Fin.sum_univ_three] at hp ⊢
    rcases hG with ⟨⟨a, ha⟩, ⟨b, hb⟩, ⟨c, hc⟩⟩ | ⟨⟨a, ha⟩, ⟨b, hb⟩, ⟨c, hc⟩⟩
    · have h0 : 0 < G 0 * G 0 := mul_self_pos.2 (by omega)
      have h1 : 0 < G 1 * G 1 := mul_self_pos.2 (by omega)
      have h2 : 0 < G 2 * G 2 := mul_self_pos.2 (by omega)
      linarith
    · have e : G 0 * G 0 + G 1 * G 1 + G 2 * G 2 = 4 * (a * a + b * b + c * c) := by
        rw [ha, hb, hc]
        ring
      omega
  have key : FermiBall r ⊆ FirstZone fccRecip ↔ r ≤ √3 / 2 := by
    have h := fermiBall_subset_iff (L := fccRecip) (G₀ := ![1, 1, 1]) (m := 3)
      (by simp [fccRecip]) (fun h => by simpa using congrFun h 0)
      (by simp [dotProduct, Fin.sum_univ_three]) hmin hr
    exact_mod_cast h
  have hdet : fccBasis.det = 4 := by simp [fccBasis, Matrix.det_fin_three]
  have hval : electronsPerAtom fccBasis (√3 / 2) = √3 * π / 4 := by
    have h3 : √(3 : ℝ) ^ 2 = 3 := Real.sq_sqrt (by norm_num)
    have h4 : |((4 : ℤ) : ℝ)| = 4 := by norm_num
    rw [electronsPerAtom, hdet, h4]
    linear_combination (√3 * π / 12) * h3
  refine ⟨key, ?_⟩
  rw [key, ← hval, electronsPerAtom_le_iff (by rw [hdet]; norm_num) hr (by positivity)]

/-- In the bcc crystal the Fermi ball lies in the first zone exactly when its radius is at most
√2/2, and exactly when it holds at most √2π/3 electrons per atom. -/
theorem bcc_contact {r : ℝ} (hr : 0 ≤ r) :
    (FermiBall r ⊆ FirstZone bccRecip ↔ r ≤ √2 / 2) ∧
    (FermiBall r ⊆ FirstZone bccRecip ↔ electronsPerAtom bccBasis r ≤ √2 * π / 3) := by
  have hmin : ∀ G ∈ bccRecip, G ≠ 0 → 2 ≤ G ⬝ᵥ G := by
    intro G hG hne
    have hp := dot_self_pos hne
    simp only [dotProduct, Fin.sum_univ_three] at hp ⊢
    -- the squared length has the parity of the sum of the components
    obtain ⟨t, ht⟩ := hG
    obtain ⟨a, ha⟩ := Int.even_mul_succ_self (G 0)
    obtain ⟨b, hb⟩ := Int.even_mul_succ_self (G 1)
    obtain ⟨c, hc⟩ := Int.even_mul_succ_self (G 2)
    have e : G 0 * G 0 + G 1 * G 1 + G 2 * G 2 = 2 * (a + b + c - t) := by
      linear_combination ha + hb + hc - ht
    omega
  have key : FermiBall r ⊆ FirstZone bccRecip ↔ r ≤ √2 / 2 := by
    have h := fermiBall_subset_iff (L := bccRecip) (G₀ := ![1, 1, 0]) (m := 2)
      (by simp [bccRecip]) (fun h => by simpa using congrFun h 0)
      (by simp [dotProduct, Fin.sum_univ_three]) hmin hr
    exact_mod_cast h
  have hdet : bccBasis.det = 2 := by simp [bccBasis, Matrix.det_fin_three]
  have hval : electronsPerAtom bccBasis (√2 / 2) = √2 * π / 3 := by
    have h2 : √(2 : ℝ) ^ 2 = 2 := Real.sq_sqrt (by norm_num)
    have h4 : |((2 : ℤ) : ℝ)| = 2 := by norm_num
    rw [electronsPerAtom, hdet, h4]
    linear_combination (√2 * π / 6) * h2
  refine ⟨key, ?_⟩
  rw [key, ← hval, electronsPerAtom_le_iff (by rw [hdet]; norm_num) hr (by positivity)]

/-- The number √3π/4 lies between 1.36 and 1.361, and √2π/3 between 1.48 and 1.482. -/
theorem contact_filling_bounds :
    (1.36 < √3 * π / 4 ∧ √3 * π / 4 < 1.361) ∧
    (1.48 < √2 * π / 3 ∧ √2 * π / 3 < 1.482) := by
  have p1 := Real.pi_gt_d4
  have p2 := Real.pi_lt_d4
  have a1 : (1.732 : ℝ) < √3 := Real.lt_sqrt_of_sq_lt (by norm_num)
  have a2 : √3 < (1.7321 : ℝ) := (Real.sqrt_lt' (by norm_num)).2 (by norm_num)
  have b1 : (1.414 : ℝ) < √2 := Real.lt_sqrt_of_sq_lt (by norm_num)
  have b2 : √2 < (1.4143 : ℝ) := (Real.sqrt_lt' (by norm_num)).2 (by norm_num)
  have c1 := mul_lt_mul'' a1 p1 (by norm_num) (by norm_num)
  have c2 := mul_lt_mul'' a2 p2 (by positivity) (by positivity)
  have d1 := mul_lt_mul'' b1 p1 (by norm_num) (by norm_num)
  have d2 := mul_lt_mul'' b2 p2 (by positivity) (by positivity)
  norm_num at c1 c2 d1 d2 ⊢
  refine ⟨⟨?_, ?_⟩, ?_, ?_⟩ <;> linarith

end

end NearlyFreeElectronContact
```

```lean
#print axioms NearlyFreeElectronContact.mem_bccRecip_iff
#print axioms NearlyFreeElectronContact.fcc_contact
#print axioms NearlyFreeElectronContact.bcc_contact
#print axioms NearlyFreeElectronContact.contact_filling_bounds
```

```
'NearlyFreeElectronContact.mem_bccRecip_iff' depends on axioms: [propext, Classical.choice, Quot.sound]
'NearlyFreeElectronContact.fcc_contact' depends on axioms: [propext, Classical.choice, Quot.sound]
'NearlyFreeElectronContact.bcc_contact' depends on axioms: [propext, Classical.choice, Quot.sound]
'NearlyFreeElectronContact.contact_filling_bounds' depends on axioms: [propext, Classical.choice, Quot.sound]
```

## How the proof follows the derivation

**The generators.** For `mem_fccRecip_iff` and `mem_bccRecip_iff`, the coefficients are given explicitly. In the fcc case they are \((G_1+G_2)/2\), \((G_0+G_2)/2\) and \((G_0+G_1)/2\), and the parity rule makes the divisions exact. In the other direction, the components of an integer combination are written out and `omega` settles their parity.

**The radius criterion.** `fermiBall_subset_iff` is the general argument, with `G₀` for the vector called \(g\) above. It holds for any set `L` of integer triples that has a shortest nonzero member; `L` need not be a lattice. The first half tests the point `(r / s) • recip G₀` and cancels the positive factor `s`. The second half obtains `hsq`, the expansion of \(|2k-G|^2\ge0\), by giving `nlinarith` the squares of the three components of \(2k-G\). The final `linarith` combines it with the bounds on \(k\cdot k\) and \(G\cdot G\). The small lemma `dot_self_pos` supplies \(m>0\).

**The filling criterion.** `electronsPerAtom_le_iff` writes the filling as a positive constant times \(r^3\) and uses the monotonicity of the cube on nonnegative numbers.

**The two crystals.** In `fcc_contact` and `bcc_contact`, `hmin` is the parity argument for the shortest length. For bcc it uses the fact that \(n(n+1)\) is even, which is the statement that \(n\) and \(n^2\) have the same parity. `key` applies the radius criterion to \((1,1,1)\) or \((1,1,0)\), and `hval` evaluates the filling at contact. Rewriting with `key`, `hval` and the filling criterion gives the second equivalence.

**The decimals.** `contact_filling_bounds` multiplies the bounds \(1.732<\sqrt3<1.7321\) and \(1.414<\sqrt2<1.4143\) by four-decimal bounds on \(\pi\), and `linarith` compares the products with the stated limits.
